# With one-fragment excitations and invertible blocks, linearised coupled cluster is additive over non-interacting fragments

## Do the correlation energies of two separate fragments add?

I treat a pair of fragments with a restricted list of excitations: either fragment may be excited while the other stays in its reference configuration, but never both at once. The fragments have Hermitian Hamiltonians \(H\) and \(K\) and do not interact, so the pair has the Hamiltonian \(H\otimes 1+1\otimes K\). Let \(A\) and \(B\) be the blocks of \(H-H_{00}\) and \(K-K_{00}\) on the excited configurations, and suppose both are invertible.

I expect linearised coupled cluster for the pair to have a unique solution, with a correlation energy equal to the sum of the fragment values. Truncated configuration interaction is known to fail such a test. Can the claim be made rigorous and checked by machine, ideally with an example of that failure?

## The amplitude equations separate

Yes. The restricted list is enough for linearised coupled cluster, and Hermiticity is used only to show that the energy is real.

Write \(r\) and \(s\) for the two reference configurations. Let \(e_x\), with \(x\) in a finite set \(X\), list the excited configurations of the first fragment, and \(f_y\), with \(y\in Y\), those of the second. No \(e_x\) equals \(r\) and no \(f_y\) equals \(s\). For the first fragment the amplitudes \(t_x\) and the correlation energy are given by
\[
H_{e_x r}+\sum_{x'}A_{xx'}t_{x'}=0,\qquad
E_{\mathrm c}=\sum_x H_{r e_x}t_x,
\]
where \(A_{xx'}=H_{e_xe_{x'}}-H_{rr}\,\delta_{e_xe_{x'}}\). These are the configuration interaction equations with the reference coefficient set to 1 and the unknown energy in the excited rows replaced by \(H_{rr}\). That replacement makes them linear. They are the linearised coupled cluster equations for double excitations, and also for single and double excitations if the single ones do not couple to the reference. For other lists, linearising coupled cluster can give further terms, containing products of amplitudes and couplings to the reference, which are left out here.

The pair has the matrix elements
\[
M_{(i,j),(i',j')}=H_{ii'}\delta_{jj'}+\delta_{ii'}K_{jj'},
\]
and its reference energy is \(M_{(r,s),(r,s)}=H_{rr}+K_{ss}\). Between two excitations of the first fragment, the shifted matrix has the element
\[
H_{e_xe_{x'}}+K_{ss}\delta_{e_xe_{x'}}-(H_{rr}+K_{ss})\delta_{e_xe_{x'}}=A_{xx'}.
\]
The energy of the idle fragment cancels. In the same way, two excitations of the second fragment give \(B_{yy'}\). Between excitations of different fragments,
\[
M_{(e_x,s),(r,f_y)}=H_{e_xr}\,\delta_{s f_y}+\delta_{e_xr}\,K_{s f_y}=0,
\]
because both deltas vanish. The energy shift contributes nothing here either, since the two configurations differ.

The couplings to the reference are \(M_{(e_x,s),(r,s)}=H_{e_xr}\) and \(M_{(r,f_y),(r,s)}=K_{f_ys}\), and likewise with the indices exchanged. If \(t\) and \(u\) are the amplitudes on the two fragments, the equations for the pair are therefore
\[
H_{e_xr}+(At)_x=0,\qquad K_{f_ys}+(Bu)_y=0.
\]
Invertibility gives exactly one solution, \(t=a\) and \(u=b\), with \(a_x=-\sum_{x'}(A^{-1})_{xx'}H_{e_{x'}r}\) and \(b_y=-\sum_{y'}(B^{-1})_{yy'}K_{f_{y'}s}\). The energy is
\[
\sum_x H_{re_x}a_x+\sum_y K_{sf_y}b_y,
\]
the sum of the fragment values.

If \(H\) is Hermitian, the amplitude equations give \(H_{re_x}=\overline{H_{e_xr}}=-\overline{(At)_x}\). Hence \(E_{\mathrm c}=-t^\dagger At\), which is real because \(A\) is Hermitian.

## A two-level fragment where configuration interaction fails

Take \(H=\begin{pmatrix}0&2\\2&3\end{pmatrix}\) with the first level as reference. Linearised coupled cluster requires \(2+3t=0\), so \(t=-2/3\) and \(E_{\mathrm c}=2t=-4/3\). Configuration interaction gives \(E^2-3E-4=0\), with solutions \(-1\) and \(4\).

For two copies with at most one excited, let \(c_0\) be the reference coefficient and \(c_1,c_2\) those of the two excitations. An energy of \(-2\) would require
\[
2c_1+2c_2=-2c_0,\qquad 2c_0+3c_1=-2c_1,\qquad 2c_0+3c_2=-2c_2.
\]
The last two equations give \(c_1=c_2=-\tfrac25c_0\). The first then reads \(-\tfrac85c_0=-2c_0\), so every coefficient vanishes and \(-2\) is not an energy. The missing doubly excited configuration is responsible: with it included, configuration interaction would be exact and additive.

Additivity is not accuracy. Linearised coupled cluster gives this pair \(-8/3\), well below the exact ground-state energy \(-2\).

## The Lean file

```lean
import Mathlib

open Matrix
open scoped Kronecker ComplexConjugate

namespace LinearisedCCSizeConsistency

noncomputable section

variable {ι κ X Y : Type*} [DecidableEq ι] [DecidableEq κ] [Fintype X] [Fintype Y]

/-- The block of `H - H r r` on the excited configurations listed by `e`,
where `r` is the reference configuration. -/
def excBlock (H : Matrix ι ι ℂ) (r : ι) (e : X → ι) : Matrix X X ℂ :=
  (H - H r r • (1 : Matrix ι ι ℂ)).submatrix e e

/-- The linearised coupled cluster equations for the amplitudes `t`. -/
def IsLCC (H : Matrix ι ι ℂ) (r : ι) (e : X → ι) (t : X → ℂ) : Prop :=
  ∀ x, H (e x) r + (excBlock H r e *ᵥ t) x = 0

/-- The correlation energy belonging to the amplitudes `t`. -/
def corrEnergy (H : Matrix ι ι ℂ) (r : ι) (e : X → ι) (t : X → ℂ) : ℂ :=
  ∑ x, H r (e x) * t x

/-- The Hamiltonian `H ⊗ 1 + 1 ⊗ K` of two fragments that do not interact. -/
def composite (H : Matrix ι ι ℂ) (K : Matrix κ κ ℂ) : Matrix (ι × κ) (ι × κ) ℂ :=
  H ⊗ₖ (1 : Matrix κ κ ℂ) + (1 : Matrix ι ι ℂ) ⊗ₖ K

/-- The excitations of the composite system in which one fragment is excited
and the other stays in its reference configuration. -/
def joint (r : ι) (s : κ) (e : X → ι) (f : Y → κ) : X ⊕ Y → ι × κ :=
  Sum.elim (fun x => (e x, s)) (fun y => (r, f y))

variable {H : Matrix ι ι ℂ} {K : Matrix κ κ ℂ} {r : ι} {s : κ} {e : X → ι} {f : Y → κ}

omit [Fintype X] [Fintype Y] in
/-- The excitation block of the composite system is block diagonal, with the
excitation blocks of the fragments on the diagonal. -/
theorem excBlock_composite (he : ∀ x, e x ≠ r) (hf : ∀ y, f y ≠ s) :
    excBlock (composite H K) (r, s) (joint r s e f) =
      fromBlocks (excBlock H r e) 0 0 (excBlock K s f) := by
  ext (x | y) (x' | y')
  · by_cases h : e x = e x' <;> simp [excBlock, composite, joint, h]
  · simp [excBlock, composite, joint, he x, (hf y').symm]
  · simp [excBlock, composite, joint, (he x').symm, hf y]
  · by_cases h : f y = f y' <;> simp [excBlock, composite, joint, h]

/-- Amplitudes solve the composite equations exactly when their two parts solve
the equations of the respective fragments. -/
theorem isLCC_composite_iff (he : ∀ x, e x ≠ r) (hf : ∀ y, f y ≠ s) (t : X ⊕ Y → ℂ) :
    IsLCC (composite H K) (r, s) (joint r s e f) t ↔
      IsLCC H r e (t ∘ Sum.inl) ∧ IsLCC K s f (t ∘ Sum.inr) := by
  -- the coupling of an excitation to the reference involves its own fragment only
  have h1 : ∀ x, composite H K (joint r s e f (Sum.inl x)) (r, s) = H (e x) r := by
    intro x
    simp [composite, joint, Matrix.one_apply, he x]
  have h2 : ∀ y, composite H K (joint r s e f (Sum.inr y)) (r, s) = K (f y) s := by
    intro y
    simp [composite, joint, Matrix.one_apply, hf y]
  simp only [IsLCC, Sum.forall, excBlock_composite he hf, fromBlocks_mulVec,
    Sum.elim_inl, Sum.elim_inr, h1, h2, Matrix.zero_mulVec, add_zero, zero_add]

/-- For any amplitudes, the correlation energy of the composite system is the sum
of the contributions of the two fragments. -/
theorem corrEnergy_composite (he : ∀ x, e x ≠ r) (hf : ∀ y, f y ≠ s) (t : X ⊕ Y → ℂ) :
    corrEnergy (composite H K) (r, s) (joint r s e f) t =
      corrEnergy H r e (t ∘ Sum.inl) + corrEnergy K s f (t ∘ Sum.inr) := by
  have h1 : ∀ x, composite H K (r, s) (joint r s e f (Sum.inl x)) = H r (e x) := by
    intro x
    simp [composite, joint, Matrix.one_apply, (he x).symm]
  have h2 : ∀ y, composite H K (r, s) (joint r s e f (Sum.inr y)) = K s (f y) := by
    intro y
    simp [composite, joint, Matrix.one_apply, (hf y).symm]
  simp only [corrEnergy, Fintype.sum_sum_type, h1, h2, Function.comp_apply]

/-- If the excitation block is invertible, the linearised coupled cluster equations
have exactly one solution. -/
theorem exists_unique_amplitudes [DecidableEq X] (hA : IsUnit (excBlock H r e)) :
    ∃ a, ∀ t, IsLCC H r e t ↔ t = a := by
  obtain ⟨B, hAB, hBA⟩ : ∃ B, excBlock H r e * B = 1 ∧ B * excBlock H r e = 1 := by
    obtain ⟨u, hu⟩ := hA
    exact ⟨↑u⁻¹, by rw [← hu]; exact u.mul_inv, by rw [← hu]; exact u.inv_mul⟩
  refine ⟨-(B *ᵥ fun x => H (e x) r), fun t => ⟨fun ht => ?_, ?_⟩⟩
  · have h : excBlock H r e *ᵥ t = -(fun x => H (e x) r) := by
      funext x
      exact eq_neg_of_add_eq_zero_right (ht x)
    calc t = B *ᵥ (excBlock H r e *ᵥ t) := by
          rw [Matrix.mulVec_mulVec, hBA, Matrix.one_mulVec]
      _ = _ := by rw [h, Matrix.mulVec_neg]
  · rintro rfl x
    rw [Matrix.mulVec_neg, Matrix.mulVec_mulVec, hAB, Matrix.one_mulVec]
    simp

/-- Additivity of linearised coupled cluster when the composite list contains only one-fragment
excitations, none equal to the reference: with invertible fragment blocks, the composite equations
have exactly one solution, made of the unique fragment solutions, and its correlation energy is the
sum of the fragment values. -/
theorem size_consistency [DecidableEq X] [DecidableEq Y]
    (he : ∀ x, e x ≠ r) (hf : ∀ y, f y ≠ s)
    (hA : IsUnit (excBlock H r e)) (hB : IsUnit (excBlock K s f)) :
    ∃ a b, (∀ t, IsLCC H r e t ↔ t = a) ∧ (∀ t, IsLCC K s f t ↔ t = b) ∧
      (∀ t, IsLCC (composite H K) (r, s) (joint r s e f) t ↔ t = Sum.elim a b) ∧
      corrEnergy (composite H K) (r, s) (joint r s e f) (Sum.elim a b) =
        corrEnergy H r e a + corrEnergy K s f b := by
  obtain ⟨a, ha⟩ := exists_unique_amplitudes hA
  obtain ⟨b, hb⟩ := exists_unique_amplitudes hB
  refine ⟨a, b, ha, hb, fun t => ?_, corrEnergy_composite he hf (Sum.elim a b)⟩
  rw [isLCC_composite_iff he hf, ha, hb]
  constructor
  · rintro ⟨h1, h2⟩
    rw [← h1, ← h2]
    exact (Sum.elim_comp_inl_inr t).symm
  · rintro rfl
    exact ⟨rfl, rfl⟩

/-- For a Hermitian Hamiltonian the linearised coupled cluster correlation energy
is real. -/
theorem corrEnergy_real (hH : H.IsHermitian) {t : X → ℂ} (ht : IsLCC H r e t) :
    (corrEnergy H r e t).im = 0 := by
  have hc : ∀ i j, conj (H i j) = H j i := fun i j => hH.apply j i
  have hA : ∀ x y, conj (excBlock H r e x y) = excBlock H r e y x := by
    intro x y
    by_cases h : e x = e y
    · simp [excBlock, h, hc]
    · simp [excBlock, Matrix.one_apply, h, Ne.symm h, hc]
  -- the amplitude equations turn the energy into minus a Hermitian form in `t`
  have h1 : ∀ x, H r (e x) = -∑ y, excBlock H r e y x * conj (t y) := by
    intro x
    rw [← hc (e x) r, eq_neg_of_add_eq_zero_left (ht x)]
    simp only [Matrix.mulVec, dotProduct, map_neg, map_sum, map_mul, hA]
  have hE : corrEnergy H r e t =
      -∑ x, ∑ y, excBlock H r e y x * conj (t y) * t x := by
    unfold corrEnergy
    rw [← Finset.sum_neg_distrib]
    refine Finset.sum_congr rfl fun x _ => ?_
    rw [h1, neg_mul, Finset.sum_mul]
  rw [← Complex.conj_eq_iff_im, hE]
  simp only [map_neg, map_sum, map_mul, Complex.conj_conj, hA]
  rw [Finset.sum_comm]
  refine congrArg Neg.neg (Finset.sum_congr rfl fun x _ => Finset.sum_congr rfl fun y _ => ?_)
  ring

/-- `E` is an energy of configuration interaction in the space spanned by the reference and the
excited configurations listed by `e`, provided that these are distinct and differ from the
reference. -/
def IsCIEnergy (H : Matrix ι ι ℂ) (r : ι) (e : X → ι) (E : ℂ) : Prop :=
  ∃ (c₀ : ℂ) (c : X → ℂ), (c₀ ≠ 0 ∨ ∃ x, c x ≠ 0) ∧
    H r r * c₀ + ∑ x, H r (e x) * c x = E * c₀ ∧
    ∀ x, H (e x) r * c₀ + ∑ y, H (e x) (e y) * c y = E * c x

/-- A two-level fragment with diagonal energies 0 and 3 and coupling 2. -/
def twoLevel : Matrix (Fin 2) (Fin 2) ℂ := !![0, 2; 2, 3]

/-- The single excitation of the two-level fragment. -/
def up : Unit → Fin 2 := fun _ => 1

/-- The two-level fragment has an invertible excitation block, and its linearised
coupled cluster correlation energy is `-4/3`. -/
theorem twoLevel_lcc : IsUnit (excBlock twoLevel 0 up) ∧
    ∀ t, IsLCC twoLevel 0 up t → corrEnergy twoLevel 0 up t = -4 / 3 := by
  refine ⟨(Matrix.isUnit_iff_isUnit_det _).2 (by simp [excBlock, twoLevel, up]), ?_⟩
  intro t ht
  have h : 2 + 3 * t () = 0 := by
    simpa [excBlock, twoLevel, up, Matrix.mulVec, dotProduct] using ht ()
  have hE : corrEnergy twoLevel 0 up t = 2 * t () := by
    simp [corrEnergy, twoLevel, up]
  rw [hE]
  linear_combination (2 / 3) * h

/-- Configuration interaction gives the two-level fragment the energies `-1` and `4`,
but `-2` is not an energy of two such fragments when only one may be excited at a time. -/
theorem ci_not_size_consistent :
    (∀ E, IsCIEnergy twoLevel 0 up E ↔ E = -1 ∨ E = 4) ∧
      ¬ IsCIEnergy (composite twoLevel twoLevel) (0, 0) (joint 0 0 up up) (-2) := by
  constructor
  · intro E
    constructor
    · rintro ⟨c₀, c, hne, h0, hx⟩
      have h1 : 2 * c () = E * c₀ := by simpa [twoLevel, up] using h0
      have h2 : 2 * c₀ + 3 * c () = E * c () := by simpa [twoLevel, up] using hx ()
      -- both components are annihilated by the characteristic polynomial
      have p0 : (E + 1) * (E - 4) * c₀ = 0 := by linear_combination (3 - E) * h1 - 2 * h2
      have p1 : (E + 1) * (E - 4) * c () = 0 := by linear_combination -E * h2 - 2 * h1
      have hp : (E + 1) * (E - 4) = 0 := by
        rcases hne with h | ⟨x, h⟩
        · exact (mul_eq_zero.1 p0).resolve_right h
        · exact (mul_eq_zero.1 p1).resolve_right h
      rcases mul_eq_zero.1 hp with h | h
      · exact Or.inl (by linear_combination h)
      · exact Or.inr (by linear_combination h)
    · rintro (rfl | rfl)
      · refine ⟨2, fun _ => -1, Or.inl (by norm_num), ?_, fun x => ?_⟩ <;>
          simp [twoLevel, up] <;> norm_num
      · refine ⟨1, fun _ => 2, Or.inl (by norm_num), ?_, fun x => ?_⟩ <;>
          simp [twoLevel, up] <;> norm_num
  · rintro ⟨c₀, c, hne, h0, hx⟩
    have h1 : 2 * c (Sum.inl ()) + 2 * c (Sum.inr ()) = -2 * c₀ := by
      simpa [composite, joint, twoLevel, up, Matrix.one_apply] using h0
    have h2 : 2 * c₀ + 3 * c (Sum.inl ()) = -2 * c (Sum.inl ()) := by
      simpa [composite, joint, twoLevel, up, Matrix.one_apply] using hx (Sum.inl ())
    have h3 : 2 * c₀ + 3 * c (Sum.inr ()) = -2 * c (Sum.inr ()) := by
      simpa [composite, joint, twoLevel, up, Matrix.one_apply] using hx (Sum.inr ())
    have z0 : c₀ = 0 := by linear_combination (5 / 2) * h1 - h2 - h3
    rcases hne with h | ⟨x | y, h⟩
    · exact h z0
    · exact h (by linear_combination (1 / 5) * h2 - (2 / 5) * z0)
    · exact h (by linear_combination (1 / 5) * h3 - (2 / 5) * z0)

end

end LinearisedCCSizeConsistency
```

```lean
#print axioms LinearisedCCSizeConsistency.size_consistency
#print axioms LinearisedCCSizeConsistency.corrEnergy_real
#print axioms LinearisedCCSizeConsistency.twoLevel_lcc
#print axioms LinearisedCCSizeConsistency.ci_not_size_consistent
```

```
'LinearisedCCSizeConsistency.size_consistency' depends on axioms: [propext, Classical.choice, Quot.sound]
'LinearisedCCSizeConsistency.corrEnergy_real' depends on axioms: [propext, Classical.choice, Quot.sound]
'LinearisedCCSizeConsistency.twoLevel_lcc' depends on axioms: [propext, Classical.choice, Quot.sound]
'LinearisedCCSizeConsistency.ci_not_size_consistent' depends on axioms: [propext, Classical.choice, Quot.sound]
```

## What the theorems say about the fragments

The types `ι` and `κ` label the configurations of the fragments, and `H` and `K` are complex matrices over them. The maps `e : X → ι` and `f : Y → κ` list the excitations, and `he` and `hf` say that the reference is not among them. To use every nonreference configuration of a finite fragment, let `X` be the subtype of indices different from `r` and `e` its inclusion.

`excBlock` is the shifted block \(A\) or \(B\), `IsLCC` states the amplitude equations, and `corrEnergy` is the energy relative to the reference. `composite` is \(H\otimes1+1\otimes K\). The restricted excitation list is `joint`, indexed by the disjoint union `X ⊕ Y`.

The main theorem, `size_consistency`, provides amplitudes `a` and `b`. Each equivalence of the form `IsLCC H r e t ↔ t = a` says both that `a` is a solution and that there is no other. For the pair the only solution is `Sum.elim a b`, the two amplitude vectors side by side, and its energy is the sum of the fragment energies.

The hypotheses `hA` and `hB` are the invertibility assumptions. Physically, they say that the reference energy is not an eigenvalue of the Hamiltonian restricted to the listed excitations, so no excited state of that restricted problem is degenerate with the reference. They also exclude listing an excitation twice, which would make two rows equal.

Hermiticity appears only in `corrEnergy_real`, which holds for any solution of the equations, unique or not.

The model has distinguishable fragments, a product reference and no interaction. It does not treat antisymmetry or electron transfer between fragments, simultaneous excitations, or the nonlinear terms of full coupled cluster.

## How the proof follows the algebra

`excBlock_composite` establishes the block-diagonal form. Its `ext` step produces four cases, one for each pair of fragments. The two diagonal cases ask whether the configurations coincide, which decides the deltas; the two off-diagonal cases use `he` and `hf` to make them vanish.

`isLCC_composite_iff` adds the couplings to the reference, as `h1` and `h2`, and separates the equations. `corrEnergy_composite` splits the energy sum over `X ⊕ Y`, and it does so for arbitrary amplitudes, not only for solutions.

`exists_unique_amplitudes` takes a two-sided inverse of the excitation block. Multiplying the equations by it from the left proves uniqueness, and substituting the resulting formula proves existence. `size_consistency` applies this lemma to each fragment and joins the results through the separated equations.

In `corrEnergy_real`, the equation `hE` is \(E_{\mathrm c}=-t^\dagger At\) written as a double sum. Conjugation followed by an exchange of the summation order returns the same expression.

`twoLevel_lcc` solves the single amplitude equation. In `ci_not_size_consistent`, both components of a configuration interaction vector are shown to be annihilated by \((E+1)(E-4)\), and explicit vectors confirm that \(-1\) and \(4\) occur. For the pair, `z0` combines the three equations into \(c_0=0\), after which the other coefficients vanish too.

## The same equations in a program

For a small matrix, the calculation is one linear solve, `t = np.linalg.solve(A, -h)`, where `h` holds the couplings \(H_{e_xr}\), followed by a dot product with the row \(H_{re_x}\). Larger calculations avoid storing \(A\) and iterate instead, for example with
\[
t_x\leftarrow-\frac{H_{e_xr}+\sum_{x'\ne x}A_{xx'}t_{x'}}{A_{xx}},
\]
usually with some convergence acceleration. A nearly singular \(A\) can show up as very large amplitudes or poor convergence.

Additivity also provides a check on an implementation of these equations: for two non-interacting fragments with a product reference, invertible blocks and only one-fragment excitations in the list for the pair, the correlation energy of the pair should match the sum of the separate results up to convergence and rounding errors. If simultaneous excitations are added to the list, these linear equations need not be additive: the pair of two-level fragments then gives \(-24/5\) instead of \(-8/3\). This is a case where the terms left out above matter: with them included, the linearised coupled cluster equations give \(-8/3\) again.
